# A sech orbital minimises the Hartree energy of bosons with contact attraction on a line

In units with $\hbar^2/2m=1$, put $N\ge 2$ bosons with the pair attraction $-2c\,\delta(x_i-x_j)$, $c>0$, into one real orbital $\varphi$ that is continuously differentiable and normalised, with finite kinetic and interaction energy and a density vanishing at both ends of the line. The least value of their Hartree energy $N\int\varphi'^2-cN(N-1)\int\varphi^4$ is $-c^2N(N-1)^2/12$, and the orbital $\sqrt{a/2}\,\operatorname{sech}(ax)$ with $a=c(N-1)/2$ attains it.

```lean
import Mathlib

open MeasureTheory Filter Topology Set

namespace AttractiveBoseHartree

noncomputable section

/-- A real orbital on the line: continuously differentiable, of unit norm, with finite kinetic and
interaction energy and a density that vanishes at both ends. -/
structure IsOrbital (φ : ℝ → ℝ) : Prop where
  differentiable : Differentiable ℝ φ
  continuous_deriv : Continuous (deriv φ)
  normalised : ∫ x, φ x ^ 2 = 1
  kinetic : Integrable (fun x => deriv φ x ^ 2)
  interaction : Integrable (fun x => φ x ^ 4)
  left : Tendsto (fun x => φ x ^ 2) atBot (𝓝 0)
  right : Tendsto (fun x => φ x ^ 2) atTop (𝓝 0)

/-- Hartree energy of `N` bosons with contact attraction `c`, all in the orbital `φ`. -/
def hartreeEnergy (N : ℕ) (c : ℝ) (φ : ℝ → ℝ) : ℝ :=
  N * (∫ x, deriv φ x ^ 2) - c * N * (N - 1) * ∫ x, φ x ^ 4

/-- The bright-soliton orbital `√(a/2) sech(ax)`, for `a > 0`. -/
def soliton (a x : ℝ) : ℝ := √(a / 2) / Real.cosh (a * x)

/-- A continuous integrable function has a primitive that tends to zero at the far left and to the
full integral at the far right. -/
theorem exists_cumulative {f : ℝ → ℝ} (hc : Continuous f) (hi : Integrable f) :
    ∃ F : ℝ → ℝ, (∀ x, HasDerivAt F (f x) x) ∧ Tendsto F atBot (𝓝 0) ∧
      Tendsto F atTop (𝓝 (∫ x, f x)) := by
  have hb : Tendsto (fun x => ∫ t in x..(0 : ℝ), f t) atBot (𝓝 (∫ t in Iic (0 : ℝ), f t)) :=
    intervalIntegral_tendsto_integral_Iic 0 hi.integrableOn tendsto_id
  have ht : Tendsto (fun x => ∫ t in (0 : ℝ)..x, f t) atTop (𝓝 (∫ t in Ioi (0 : ℝ), f t)) :=
    intervalIntegral_tendsto_integral_Ioi 0 hi.integrableOn tendsto_id
  have hb' := hb.const_sub (∫ t in Iic (0 : ℝ), f t)
  rw [sub_self] at hb'
  refine ⟨fun x => (∫ t in (0 : ℝ)..x, f t) + ∫ t in Iic (0 : ℝ), f t,
    fun x => (hc.integral_hasStrictDerivAt 0 x).hasDerivAt.add_const _,
    hb'.congr fun x => ?_, ?_⟩
  · simp only [intervalIntegral.integral_symm x 0]
    ring
  · rw [← intervalIntegral.integral_Iic_add_Ioi (b := (0 : ℝ)) hi.integrableOn hi.integrableOn,
      add_comm]
    exact ht.add_const _

/-- The kinetic energy of any orbital is at least `2g ∫ φ⁴ - g²/3`, for every real `g`. -/
theorem IsOrbital.kinetic_bound {φ : ℝ → ℝ} (h : IsOrbital φ) (g : ℝ) :
    2 * g * (∫ x, φ x ^ 4) - g ^ 2 / 3 ≤ ∫ x, deriv φ x ^ 2 := by
  have hc := h.differentiable.continuous
  have hi : Integrable (fun x => φ x ^ 2) :=
    not_imp_comm.1 integral_undef (by rw [h.normalised]; exact one_ne_zero)
  obtain ⟨F, hF, hFb, hFt⟩ := exists_cumulative (f := fun x => φ x ^ 2) (hc.pow 2) hi
  obtain ⟨K, hK, hKb, hKt⟩ := exists_cumulative (f := fun x => deriv φ x ^ 2)
    (h.continuous_deriv.pow 2) h.kinetic
  obtain ⟨Q, hQ, hQb, hQt⟩ := exists_cumulative (f := fun x => φ x ^ 4)
    (hc.pow 4) h.interaction
  rw [h.normalised] at hFt
  -- a completed square is the slope of an explicit function, which is therefore nondecreasing
  have hH : ∀ x, HasDerivAt (fun y => K y - 2 * g * Q y + (g * ((2 * F y - 1) * (φ y * φ y)) +
      g ^ 2 / 6 * ((2 * F y - 1) * (2 * F y - 1) * (2 * F y - 1))))
      ((deriv φ x + g * (2 * F x - 1) * φ x) ^ 2) x := by
    intro x
    have d := (h.differentiable x).hasDerivAt
    have w := ((hF x).const_mul 2).sub_const 1
    exact (((hK x).fun_sub ((hQ x).const_mul (2 * g))).fun_add
      (((w.fun_mul (d.fun_mul d)).const_mul g).fun_add
        (((w.fun_mul w).fun_mul w).const_mul (g ^ 2 / 6)))).congr_deriv (by ring)
  have hm := monotone_of_deriv_nonneg (fun x => (hH x).differentiableAt)
    (fun x => by rw [(hH x).deriv]; positivity)
  have vb : Tendsto (fun x => φ x * φ x) atBot (𝓝 0) := by simpa only [sq] using h.left
  have vt : Tendsto (fun x => φ x * φ x) atTop (𝓝 0) := by simpa only [sq] using h.right
  have wb := (hFb.const_mul 2).sub_const 1
  have wt := (hFt.const_mul 2).sub_const 1
  -- compare its limits at the two ends
  have lb := (hKb.sub (hQb.const_mul (2 * g))).add
    (((wb.mul vb).const_mul g).add (((wb.mul wb).mul wb).const_mul (g ^ 2 / 6)))
  have lt := (hKt.sub (hQt.const_mul (2 * g))).add
    (((wt.mul vt).const_mul g).add (((wt.mul wt).mul wt).const_mul (g ^ 2 / 6)))
  have key := (hm.le_of_tendsto lb 0).trans (hm.ge_of_tendsto lt 0)
  linarith

/-- For `a > 0`: slopes of `tanh(ax)` and of the soliton, the soliton density in terms of
`tanh(ax)`, and the limits of `tanh(ax)`. -/
theorem soliton_profile {a : ℝ} (ha : 0 < a) :
    (∀ x, HasDerivAt (fun y => Real.tanh (a * y)) (a * (1 - Real.tanh (a * x) ^ 2)) x) ∧
    (∀ x, HasDerivAt (soliton a) (-a * Real.tanh (a * x) * soliton a x) x) ∧
    (∀ x, soliton a x ^ 2 = a / 2 * (1 - Real.tanh (a * x) ^ 2)) ∧
    Tendsto (fun x => Real.tanh (a * x)) atBot (𝓝 (-1)) ∧
    Tendsto (fun x => Real.tanh (a * x)) atTop (𝓝 1) := by
  have hl : ∀ x, HasDerivAt (fun y : ℝ => a * y) a x := fun x => by
    simpa using (hasDerivAt_id x).const_mul a
  have hid : ∀ x, Real.tanh (a * x) ^ 2 = 1 - 1 / Real.cosh (a * x) ^ 2 := fun x => by
    rw [Real.tanh_eq_sinh_div_cosh, div_pow, eq_sub_iff_add_eq, ← add_div, ← Real.cosh_sq,
      div_self (pow_ne_zero 2 (Real.cosh_pos (a * x)).ne')]
  have hT : ∀ x, HasDerivAt (fun y => Real.tanh (a * y)) (a / Real.cosh (a * x) ^ 2) x := by
    intro x
    simp only [Real.tanh_eq_sinh_div_cosh]
    refine ((hl x).sinh.fun_div (hl x).cosh (Real.cosh_pos _).ne').congr_deriv ?_
    congr 1
    linear_combination a * Real.cosh_sq (a * x)
  have ht : Tendsto (fun x => Real.tanh (a * x)) atTop (𝓝 1) := by
    have e : ∀ y, Real.tanh y = 1 - 2 / (Real.exp (2 * y) + 1) := by
      intro y
      have hy := Real.exp_pos y
      rw [Real.tanh_eq_sinh_div_cosh, Real.sinh_eq, Real.cosh_eq, Real.exp_neg, two_mul,
        Real.exp_add]
      field_simp
      ring
    have h : Tendsto (fun x => Real.exp (2 * (a * x)) + 1) atTop atTop :=
      tendsto_atTop_add_const_right _ _ (Real.tendsto_exp_atTop.comp
        ((tendsto_id.const_mul_atTop ha).const_mul_atTop two_pos))
    simp only [e]
    simpa only [sub_zero] using (h.const_div_atTop 2).const_sub 1
  refine ⟨fun x => (hT x).congr_deriv (by rw [hid]; ring), fun x => ?_, fun x => ?_,
    (ht.comp tendsto_neg_atBot_atTop).neg.congr fun x => by simp [Real.tanh_neg], ht⟩
  · refine ((hasDerivAt_const x √(a / 2)).fun_div (hl x).cosh
      (Real.cosh_pos _).ne').congr_deriv ?_
    rw [soliton, Real.tanh_eq_sinh_div_cosh]
    ring
  · rw [soliton, div_pow, Real.sq_sqrt (by positivity), hid]
    ring

/-- A continuous nonnegative function whose primitive has limits `m` and `n` at the two ends of
the line is integrable, with integral `n - m`. -/
theorem integral_of_primitive {G g : ℝ → ℝ} {m n : ℝ} (hd : ∀ x, HasDerivAt G (g x) x)
    (hg : Continuous g) (h0 : ∀ x, 0 ≤ g x) (hb : Tendsto G atBot (𝓝 m))
    (ht : Tendsto G atTop (𝓝 n)) : Integrable g ∧ ∫ x, g x = n - m := by
  have hi : Integrable g := by
    refine integrable_of_intervalIntegral_norm_tendsto (n - m) (a := fun x : ℝ => -x)
      (b := fun x => x) (l := atTop) (fun i => hg.integrableOn_Icc.mono_set Ioc_subset_Icc_self)
      tendsto_neg_atTop_atBot tendsto_id ?_
    have hn : ∀ t, ‖g t‖ = g t := fun t => Real.norm_of_nonneg (h0 t)
    have e : ∀ x : ℝ, ∫ t in (-x)..x, g t = G x - G (-x) := fun x =>
      intervalIntegral.integral_eq_sub_of_hasDerivAt (fun t _ => hd t) (hg.intervalIntegrable _ _)
    simp only [hn, e]
    exact ht.sub (hb.comp tendsto_neg_atTop_atBot)
  exact ⟨hi, integral_of_hasDerivAt_of_tendsto hd hi hb ht⟩

/-- For `a > 0` the soliton is an orbital, with `∫ φ'² = a²/3` and `∫ φ⁴ = a/3`. -/
theorem soliton_integrals {a : ℝ} (ha : 0 < a) : IsOrbital (soliton a) ∧
    ∫ x, deriv (soliton a) x ^ 2 = a ^ 2 / 3 ∧ ∫ x, soliton a x ^ 4 = a / 3 := by
  obtain ⟨hT, hS, s2, hb, ht⟩ := soliton_profile ha
  have hs : Continuous (soliton a) := continuous_iff_continuousAt.2 fun x => (hS x).continuousAt
  have hTc : Continuous (fun x => Real.tanh (a * x)) :=
    continuous_iff_continuousAt.2 fun x => (hT x).continuousAt
  have hdc := (continuous_const (y := -a)).mul hTc |>.mul hs
  have hT3 := fun x => ((hT x).fun_mul (hT x)).fun_mul (hT x)
  have hb3 := (hb.mul hb).mul hb
  have ht3 := (ht.mul ht).mul ht
  have h1 := integral_of_primitive (g := fun x => soliton a x ^ 2)
    (fun x => ((hT x).div_const 2).congr_deriv (by rw [s2]; ring))
    (hs.pow 2) (fun x => sq_nonneg _) (hb.div_const 2) (ht.div_const 2)
  have h2 := integral_of_primitive (g := fun x => (-a * Real.tanh (a * x) * soliton a x) ^ 2)
    (fun x => ((hT3 x).const_mul (a ^ 2 / 6)).congr_deriv (by rw [mul_pow, s2]; ring))
    (hdc.pow 2) (fun x => sq_nonneg _) (hb3.const_mul (a ^ 2 / 6)) (ht3.const_mul (a ^ 2 / 6))
  have h3 := integral_of_primitive (g := fun x => soliton a x ^ 4)
    (fun x => (((hT x).fun_sub ((hT3 x).div_const 3)).const_mul (a / 4)).congr_deriv (by
      rw [show soliton a x ^ 4 = (soliton a x ^ 2) ^ 2 by ring, s2]
      ring))
    (hs.pow 4) (fun x => by positivity) ((hb.sub (hb3.div_const 3)).const_mul (a / 4))
    ((ht.sub (ht3.div_const 3)).const_mul (a / 4))
  have hd : deriv (soliton a) = fun x => -a * Real.tanh (a * x) * soliton a x :=
    funext fun x => (hS x).deriv
  refine ⟨⟨fun x => (hS x).differentiableAt, ?_, ?_, ?_, h3.1, ?_, ?_⟩, ?_, ?_⟩
  · rw [hd]; exact hdc
  · rw [h1.2]; norm_num
  · rw [hd]; exact h2.1
  · simp only [s2]
    simpa using ((hb.pow 2).const_sub 1).const_mul (a / 2)
  · simp only [s2]
    simpa using ((ht.pow 2).const_sub 1).const_mul (a / 2)
  · rw [hd, h2.2]; ring
  · rw [h3.2]; ring

/-- For `c > 0` and `N ≥ 2` the minimum of the Hartree energy over all orbitals is
`-c² N (N-1)² / 12`. -/
theorem hartree_minimum {N : ℕ} {c : ℝ} (hc : 0 < c) (hN : 2 ≤ N) :
    IsLeast (hartreeEnergy N c '' {φ | IsOrbital φ}) (-(c ^ 2 * N * (N - 1) ^ 2 / 12)) := by
  have hN' : (2 : ℝ) ≤ N := by exact_mod_cast hN
  have ha : 0 < c * ((N : ℝ) - 1) / 2 := by
    have : 0 < (N : ℝ) - 1 := by linarith
    positivity
  constructor
  · obtain ⟨ho, hk, hq⟩ := soliton_integrals ha
    refine ⟨_, ho, ?_⟩
    rw [hartreeEnergy, hk, hq]
    ring
  · rintro _ ⟨φ, hφ, rfl⟩
    have hb := mul_le_mul_of_nonneg_left
      (IsOrbital.kinetic_bound hφ (c * ((N : ℝ) - 1) / 2)) (Nat.cast_nonneg (α := ℝ) N)
    rw [hartreeEnergy]
    linarith

/-- For `N ≠ 0` and `a > 0`, the soliton orbital has energy `-c² N (N-1)² / 12` if and only if `a =
c (N-1) / 2`. -/
theorem soliton_energy_eq_minimum_iff {N : ℕ} {a : ℝ} (c : ℝ) (hN : N ≠ 0) (ha : 0 < a) :
    hartreeEnergy N c (soliton a) = -(c ^ 2 * N * (N - 1) ^ 2 / 12) ↔ a = c * (N - 1) / 2 := by
  obtain ⟨-, hk, hq⟩ := soliton_integrals ha
  rw [hartreeEnergy, hk, hq]
  constructor
  · intro h
    have h0 : (N : ℝ) * (a - c * (N - 1) / 2) ^ 2 = 0 := by linear_combination 3 * h
    have h1 := (mul_eq_zero.1 h0).resolve_left (Nat.cast_ne_zero.2 hN)
    exact sub_eq_zero.1 (pow_eq_zero_iff two_ne_zero |>.1 h1)
  · intro h
    rw [h]
    ring

end

end AttractiveBoseHartree
```

```lean
#print axioms AttractiveBoseHartree.hartree_minimum
#print axioms AttractiveBoseHartree.soliton_energy_eq_minimum_iff
```

```
'AttractiveBoseHartree.hartree_minimum' depends on axioms: [propext, Classical.choice, Quot.sound]
'AttractiveBoseHartree.soliton_energy_eq_minimum_iff' depends on axioms: [propext, Classical.choice, Quot.sound]
```

## The minimum over all orbitals and over the sech family

`IsOrbital φ` collects the conditions on the orbital. The function $\varphi:\mathbb R\to\mathbb R$ is differentiable with continuous derivative, $\int\varphi^2=1$, both $\varphi'^2$ and $\varphi^4$ are integrable, and $\varphi^2\to0$ at both ends. `hartreeEnergy N c φ` is the energy functional above, with $N-1$ computed in the real numbers.

The theorem `hartree_minimum` says that $-c^2N(N-1)^2/12$ is the least element (`IsLeast`) of the set of energies of all such orbitals. This has two parts: no orbital has a lower energy, and some orbital has exactly this one. The trial functions are not restricted to a family with one width parameter.

The theorem `soliton_energy_eq_minimum_iff` looks inside that family. For $a>0$ and $N\ne0$, the orbital `soliton a` has this energy if and only if $a=c(N-1)/2$. Here $c$ may be any real number, but for $c\le0$ and $N\ge2$ no $a>0$ meets the condition. For $N=1$ the condition would require $a=0$, so no soliton reaches the value, which is then zero.

Uniqueness is therefore stated only among sech orbitals centred at the origin. In the full class it fails, since a shifted soliton has the same energy.

## Bosons sharing one orbital

In units with $\hbar^2/2m=1$, the Hamiltonian behind the functional is
$$H=-\sum_i\partial_i^2-2c\sum_{i<j}\delta(x_i-x_j).$$
In the product state $\varphi(x_1)\cdots\varphi(x_N)$ each particle contributes $\int\varphi'^2$, and each of the $N(N-1)/2$ pairs contributes $-2c\int\varphi^4$. The sum is the Hartree energy. The constant $c$ is put in by hand; it stands for an attraction whose range is short compared with the length over which the orbital varies, between particles free to move in one direction only.

The file starts from the functional and does not construct $H$. It treats real orbitals without an external potential. Integrability of $\varphi^4$ and decay of the density are assumed, although a standard argument obtains both from finite norm and finite kinetic energy.

For this one-dimensional product-state model, the theorem supplies an exact energy against which a numerical Gross–Pitaevskii minimisation can be compared, provided that its interaction term carries the factor $N(N-1)$ and not $N^2$. Correlations between the particles are absent: the exact bound state of $H$ with the centre of mass at rest, proportional to $\exp\bigl(-\tfrac c2\sum_{i<j}|x_i-x_j|\bigr)$, has energy $-c^2N(N^2-1)/12$, which is lower by $c^2N(N-1)/6$. The file does not prove this comparison value.

## A completed square bounds the kinetic energy

Let $F(x)=\int_{-\infty}^x\varphi^2$ be the probability of finding a given particle to the left of $x$, and let $W=2F-1$ be the probability on the left minus that on the right. Then $W'=2\varphi^2$, and $W$ runs from $-1$ to $1$. For any real $g$,
$$(\varphi'+gW\varphi)^2=\varphi'^2+2gW\varphi\varphi'+g^2W^2\varphi^2 .$$

The last two terms are almost a total derivative, because
$$(gW\varphi^2)'=2g\varphi^4+2gW\varphi\varphi',\qquad \left(\tfrac{g^2}{6}W^3\right)'=g^2W^2\varphi^2 .$$
Hence
$$(\varphi'+gW\varphi)^2=\varphi'^2-2g\varphi^4+\left(gW\varphi^2+\tfrac{g^2}{6}W^3\right)' .$$

Integrate over the line. The term $gW\varphi^2$ vanishes at both ends, and $\tfrac{g^2}{6}W^3$ changes by $g^2/3$. Since the left side is nonnegative,
$$\int\varphi'^2\ \ge\ 2g\int\varphi^4-\frac{g^2}{3}.$$

Now choose $g=c(N-1)/2$ and multiply by $N$. The quartic term becomes $cN(N-1)\int\varphi^4$, which is exactly the interaction term, so the Hartree energy is at least $-Ng^2/3=-c^2N(N-1)^2/12$.

## The sech orbital attains the bound

Write $T=\tanh(ax)$ with $a>0$, and take $\varphi=\sqrt{a/2}\,\operatorname{sech}(ax)$. Then
$$T'=a(1-T^2),\qquad \varphi^2=\tfrac a2(1-T^2),\qquad \varphi'=-aT\varphi .$$
Each integrand is the derivative of a polynomial in $T$:
$$\varphi^2=\left(\tfrac T2\right)',\qquad \varphi'^2=\left(\tfrac{a^2}{6}T^3\right)',\qquad \varphi^4=\left(\tfrac a4\left(T-\tfrac{T^3}{3}\right)\right)' .$$
As $T$ goes from $-1$ to $1$, the three integrals are $1$, $a^2/3$ and $a/3$. With $g=c(N-1)/2$ as before, the energy is
$$\frac N3\left(a^2-2ga\right)=\frac N3(a-g)^2-\frac{Ng^2}{3}.$$
It equals the lower bound exactly when $a=g$. The square shows the same thing: for this orbital $W=T$, so $\varphi'+gW\varphi=(g-a)T\varphi$ vanishes identically at $a=g$.

## How the lemmas divide the work

`exists_cumulative` supplies primitives with known limits at both ends. `IsOrbital.kinetic_bound` applies it three times, to $\varphi^2$, $\varphi'^2$ and $\varphi^4$, and calls the results `F`, `K` and `Q`. Integrability of $\varphi^2$ is not a separate field of `IsOrbital`: Lean gives a non-integrable function the integral zero, so an integral equal to one already implies it.

`soliton_profile` proves the formulas for $T'$, $\varphi'$ and $\varphi^2$ and the limits of $T$. `integral_of_primitive` turns a primitive with finite limits into an integral; because the integrand is nonnegative, it obtains integrability from the same limits. `soliton_integrals` feeds it the three polynomials in $T$ and checks every condition of `IsOrbital`.

In `hartree_minimum`, the first half inserts the soliton integrals at $a=c(N-1)/2$, where the hypotheses $c>0$ and $N\ge2$ make $a$ positive. The second half multiplies the kinetic bound by $N$, and `linarith` compares the two sides. For `soliton_energy_eq_minimum_iff`, `linear_combination` rewrites the equality of energies as $N(a-c(N-1)/2)^2=0$, from which the width follows.

## Monotonicity instead of integrating the square

The kinetic bound turns on `monotone_of_deriv_nonneg`: a differentiable function whose derivative is nowhere negative is nondecreasing. The proof never integrates $(\varphi'+gW\varphi)^2$. It writes down the function
$$H_g=K-2gQ+gW\varphi^2+\frac{g^2}{6}W^3,$$
and the step `hH` shows that its derivative is the completed square. The rules for sums and products assemble the derivative, and `ring` confirms the algebra.

The limits of $H_g$ are already available. At the far left `K`, `Q` and $\varphi^2$ tend to zero and $W$ to $-1$, which gives $-g^2/6$. At the far right the limit is $\int\varphi'^2-2g\int\varphi^4+g^2/6$. The lemmas `le_of_tendsto` and `ge_of_tendsto` for monotone functions place $H_g(0)$ between these two numbers, and `linarith` rearranges the resulting inequality into the bound.

This route needs no separate proof that the cross term $W\varphi\varphi'$ is integrable. Integrability enters only through the three cumulative functions, and the boundary terms of the integration by parts appear as ordinary limits.
